# ‖P + Q‖ = 1 + ‖PQ‖ for two orthogonal projectors, not both zero

To ask how large the yes probabilities of two measurements on the same quantum state can be in total, one must fix what a yes/no measurement is. Here it is an orthogonal projector P, and a unit vector x gives yes with probability ‖Px‖². The second measurement, with projector Q, is made in a separate run on the same preparation, so the total ‖Px‖² + ‖Qx‖² may exceed 1. If P and Q are not both zero, then

‖P + Q‖ = 1 + ‖PQ‖,

and in finite dimension this number is the largest total over all unit vectors. In finite dimension, when both projectors are nonzero, ‖PQ‖ is the cosine of the smallest angle between their ranges.

## The largest eigenvalue from orbital overlaps

In a finite orthonormal one-particle basis, let the orthonormal columns of U and V span two orbital subspaces, with P = UU† and Q = VV†. Then ‖PQ‖ is the largest singular value of the small matrix U†V. The identity turns it into the exact largest eigenvalue of P + Q. If the columns of U and of V are the occupied spin orbitals of two Slater determinants, the equal-weight mixture of the two determinants has the one-particle density matrix (P + Q)/2, and its largest natural occupation number is (1 + ‖PQ‖)/2.

## An upper bound, and a trial vector for the converse

Since P is symmetric and idempotent, ⟨x, Px⟩ = ⟨Px, Px⟩ = ‖Px‖² (`IsProjector.re_inner`). Cauchy–Schwarz then gives ‖Px‖ ≤ ‖x‖ (`IsProjector.norm_apply_le`). Write c = ‖PQ‖ and t = ‖Px‖² + ‖Qx‖². The interference term satisfies

⟨Px, Qx⟩ = ⟨Px, PQ(Qx)⟩, so Re⟨Px, Qx⟩ ≤ c ‖Px‖ ‖Qx‖.

With 2‖Px‖‖Qx‖ ≤ t, which `nlinarith` gets from the square of ‖Px‖ − ‖Qx‖, this yields `norm_sum_sq_le`:

‖(P + Q)x‖² = t + 2 Re⟨Px, Qx⟩ ≤ (1 + c) t.

Also t = ⟨x, (P + Q)x⟩ ≤ ‖x‖ ‖(P + Q)x‖. Squaring gives t² ≤ (1 + c)‖x‖² t, hence t ≤ (1 + c)‖x‖² (`total_le`). Inserting this above gives ‖(P + Q)x‖ ≤ (1 + c)‖x‖, so ‖P + Q‖ ≤ 1 + c.

For the converse, suppose t ≤ B‖x‖² for every x. A nonzero vector in the range of P or Q shows that B ≥ 1. Take y with Qy = y, and set a = ‖Py‖ and b = ‖y‖. If a = 0, then a ≤ (B − 1)b is immediate. Otherwise use the trial vector w = b Py + a y:

Pw = (a + b)Py, so ‖Pw‖ = a(a + b)

⟨y, Qw⟩ = ⟨y, w⟩ = ab(a + b), so ‖Qw‖ ≥ a(a + b)

‖w‖² = a²b² + 2a³b + a²b² = 2a²b(a + b)

The normalised state w/‖w‖ therefore has total at least 1 + a/b, and a ≤ (B − 1)b follows (`overlap_le`). Setting y = Qx gives

‖PQx‖ ≤ (B − 1)‖Qx‖ ≤ (B − 1)‖x‖,

so 1 + c ≤ B (`one_add_overlap_le`). The choice B = ‖P + Q‖ is allowed, because t ≤ ‖x‖ ‖(P + Q)x‖ ≤ ‖P + Q‖ ‖x‖². This completes `opNorm_add`.

For `isGreatest_total`, rescaling to unit vectors makes 1 + c the least upper bound of the totals, and compactness of the unit sphere makes it a maximum. `isProjector_of_matrix` carries the norm identity over to matrices.

In dimension one, P and Q are each 0 or 1. The pair (1, 0) gives 1 = 1 + 0 and (1, 1) gives 2 = 1 + 1, while the excluded pair (0, 0) would give 0 = 1.

In Lean 4 with Mathlib:

```lean
import Mathlib

open scoped InnerProductSpace Matrix.Norms.L2Operator

namespace SumOfProjectors

variable {E : Type*} [NormedAddCommGroup E] [InnerProductSpace ℂ E]

/-- An orthogonal projector: a bounded operator that is idempotent and symmetric. -/
structure IsProjector (P : E →L[ℂ] E) : Prop where
  idem : ∀ x, P (P x) = P x
  symm : ∀ x y, ⟪P x, y⟫_ℂ = ⟪x, P y⟫_ℂ

/-- For a projector `P` and any vector `x`, the real part of `⟨x, P x⟩` is `‖P x‖²`. -/
theorem IsProjector.re_inner {P : E →L[ℂ] E} (hP : IsProjector P) (x : E) :
    (⟪x, P x⟫_ℂ).re = ‖P x‖ ^ 2 := by
  have h : ⟪x, P x⟫_ℂ = ⟪P x, P x⟫_ℂ := by rw [hP.symm, hP.idem]
  rw [h]
  exact inner_self_eq_norm_sq (𝕜 := ℂ) (P x)

/-- A projector does not lengthen any vector. -/
theorem IsProjector.norm_apply_le {P : E →L[ℂ] E} (hP : IsProjector P) (x : E) :
    ‖P x‖ ≤ ‖x‖ := by
  have h : ‖P x‖ ^ 2 ≤ ‖x‖ * ‖P x‖ := by
    rw [← hP.re_inner x]
    exact (Complex.re_le_norm _).trans (norm_inner_le_norm _ _)
  by_contra hlt
  push Not at hlt
  nlinarith [norm_nonneg x, norm_nonneg (P x)]

/-- For two projectors, the squared length of `(P + Q) x` is at most `1 + ‖PQ‖` times
`‖P x‖² + ‖Q x‖²`. -/
theorem norm_sum_sq_le {P Q : E →L[ℂ] E} (hP : IsProjector P) (hQ : IsProjector Q) (x : E) :
    ‖P x + Q x‖ ^ 2 ≤ (1 + ‖P * Q‖) * (‖P x‖ ^ 2 + ‖Q x‖ ^ 2) := by
  -- the interference term only sees the product `PQ`
  have e : ⟪P x, Q x⟫_ℂ = ⟪P x, (P * Q) (Q x)⟫_ℂ := by
    change ⟪P x, Q x⟫_ℂ = ⟪P x, P (Q (Q x))⟫_ℂ
    rw [hQ.idem, ← hP.symm, hP.idem]
  have h1 : (⟪P x, Q x⟫_ℂ).re ≤ ‖P x‖ * (‖P * Q‖ * ‖Q x‖) := by
    rw [e]
    exact ((Complex.re_le_norm _).trans (norm_inner_le_norm _ _)).trans
      (mul_le_mul_of_nonneg_left ((P * Q).le_opNorm _) (norm_nonneg _))
  have h2 : ‖P x + Q x‖ ^ 2 = ‖P x‖ ^ 2 + 2 * (⟪P x, Q x⟫_ℂ).re + ‖Q x‖ ^ 2 :=
    norm_add_sq (𝕜 := ℂ) _ _
  nlinarith [mul_nonneg (norm_nonneg (P * Q)) (sq_nonneg (‖P x‖ - ‖Q x‖))]

/-- For two projectors, `‖P x‖² + ‖Q x‖²` is at most `(1 + ‖PQ‖) ‖x‖²`. -/
theorem total_le {P Q : E →L[ℂ] E} (hP : IsProjector P) (hQ : IsProjector Q) (x : E) :
    ‖P x‖ ^ 2 + ‖Q x‖ ^ 2 ≤ (1 + ‖P * Q‖) * ‖x‖ ^ 2 := by
  have h1 : ‖P x‖ ^ 2 + ‖Q x‖ ^ 2 ≤ ‖x‖ * ‖P x + Q x‖ := by
    rw [← hP.re_inner x, ← hQ.re_inner x, ← Complex.add_re, ← inner_add_right]
    exact (Complex.re_le_norm _).trans (norm_inner_le_norm _ _)
  have h2 := norm_sum_sq_le hP hQ x
  have h0 : 0 ≤ ‖P x‖ ^ 2 + ‖Q x‖ ^ 2 := by positivity
  have hc : 0 ≤ (1 + ‖P * Q‖) * ‖x‖ ^ 2 := by positivity
  generalize ‖P x‖ ^ 2 + ‖Q x‖ ^ 2 = t at *
  have h3 : t ^ 2 ≤ (1 + ‖P * Q‖) * ‖x‖ ^ 2 * t := by
    calc t ^ 2 ≤ (‖x‖ * ‖P x + Q x‖) ^ 2 := pow_le_pow_left₀ h0 h1 2
      _ = ‖x‖ ^ 2 * ‖P x + Q x‖ ^ 2 := by ring
      _ ≤ ‖x‖ ^ 2 * ((1 + ‖P * Q‖) * t) := mul_le_mul_of_nonneg_left h2 (sq_nonneg _)
      _ = (1 + ‖P * Q‖) * ‖x‖ ^ 2 * t := by ring
  by_contra hlt
  push Not at hlt
  nlinarith [mul_pos (lt_of_le_of_lt hc hlt) (sub_pos.2 hlt)]

/-- If `‖P x‖² + ‖Q x‖² ≤ B ‖x‖²` for all `x`, with `B ≥ 1`, then `‖P y‖ ≤ (B - 1) ‖y‖` for every
vector `y` with `Q y = y`. -/
theorem overlap_le {P Q : E →L[ℂ] E} (hP : IsProjector P) (hQ : IsProjector Q) {B : ℝ}
    (h1 : 1 ≤ B) (hB : ∀ x, ‖P x‖ ^ 2 + ‖Q x‖ ^ 2 ≤ B * ‖x‖ ^ 2) {y : E} (hy : Q y = y) :
    ‖P y‖ ≤ (B - 1) * ‖y‖ := by
  obtain ⟨a, ha⟩ : ∃ a, a = ‖P y‖ := ⟨_, rfl⟩
  obtain ⟨b, hb⟩ : ∃ b, b = ‖y‖ := ⟨_, rfl⟩
  have hab : a ≤ b := by rw [ha, hb]; exact hP.norm_apply_le y
  have ha0 : 0 ≤ a := by rw [ha]; exact norm_nonneg _
  rw [← ha, ← hb]
  rcases ha0.eq_or_lt with h0 | hapos
  · rw [← h0]
    exact mul_nonneg (by linarith) (by linarith)
  have hbpos : 0 < b := by linarith
  have hyz : (⟪y, P y⟫_ℂ).re = a ^ 2 := by rw [ha]; exact hP.re_inner y
  have hyy : (⟪y, y⟫_ℂ).re = b ^ 2 := by rw [hb]; exact inner_self_eq_norm_sq (𝕜 := ℂ) y
  -- the trial vector bisects the directions of `P y` and `y`
  obtain ⟨w, hw⟩ : ∃ w, w = (b : ℂ) • P y + (a : ℂ) • y := ⟨_, rfl⟩
  have hPw : ‖P w‖ = (a + b) * a := by
    have h : P w = ((a + b : ℝ) : ℂ) • P y := by
      rw [hw, map_add, map_smul, map_smul, hP.idem, ← add_smul, Complex.ofReal_add, add_comm]
    rw [h, norm_smul, Complex.norm_real, Real.norm_of_nonneg (by linarith), ← ha]
  have hQw : a * (a + b) ≤ ‖Q w‖ := by
    have h : (⟪y, Q w⟫_ℂ).re = b * (a * (a + b)) := by
      rw [← hQ.symm, hy, hw, inner_add_right, inner_smul_right, inner_smul_right,
        Complex.add_re, Complex.re_ofReal_mul, Complex.re_ofReal_mul, hyz, hyy]
      ring
    have h' : b * (a * (a + b)) ≤ b * ‖Q w‖ := by
      rw [← h, hb]
      exact (Complex.re_le_norm _).trans (norm_inner_le_norm _ _)
    exact le_of_mul_le_mul_left h' hbpos
  have hww : ‖w‖ ^ 2 = 2 * a ^ 2 * (a + b) * b := by
    have h : ‖w‖ ^ 2 = ‖(b : ℂ) • P y‖ ^ 2 + 2 * (⟪(b : ℂ) • P y, (a : ℂ) • y⟫_ℂ).re
        + ‖(a : ℂ) • y‖ ^ 2 := by
      rw [hw]
      exact norm_add_sq (𝕜 := ℂ) _ _
    rw [h, norm_smul, norm_smul, Complex.norm_real, Complex.norm_real,
      Real.norm_of_nonneg hbpos.le, Real.norm_of_nonneg ha0, inner_smul_left, inner_smul_right,
      Complex.conj_ofReal, Complex.re_ofReal_mul, Complex.re_ofReal_mul, hP.symm, hyz, ← ha, ← hb]
    ring
  have hmain := hB w
  rw [hPw, hww] at hmain
  have hsq := pow_le_pow_left₀ (by positivity : 0 ≤ a * (a + b)) hQw 2
  have hfin : 2 * a ^ 2 * (a + b) * (a + b) ≤ 2 * a ^ 2 * (a + b) * (B * b) := by
    linarith
  have := le_of_mul_le_mul_left hfin (by positivity)
  linarith

/-- If `‖P x‖² + ‖Q x‖² ≤ B ‖x‖²` for all `x`, and the projectors are not both zero, then `B` is
at least `1 + ‖PQ‖`. -/
theorem one_add_overlap_le {P Q : E →L[ℂ] E} (hP : IsProjector P) (hQ : IsProjector Q)
    (hne : P ≠ 0 ∨ Q ≠ 0) {B : ℝ} (hB : ∀ x, ‖P x‖ ^ 2 + ‖Q x‖ ^ 2 ≤ B * ‖x‖ ^ 2) :
    1 + ‖P * Q‖ ≤ B := by
  -- a state in the range of a nonzero projector already gives probability one
  have h1 : 1 ≤ B := by
    rcases hne with h | h
    · obtain ⟨x, hx⟩ := DFunLike.ne_iff.1 h
      have hpos : 0 < ‖P x‖ := norm_pos_iff.2 hx
      have hb := hB (P x)
      rw [hP.idem] at hb
      exact le_of_mul_le_mul_right (by linarith [sq_nonneg ‖Q (P x)‖]) (pow_pos hpos 2)
    · obtain ⟨x, hx⟩ := DFunLike.ne_iff.1 h
      have hpos : 0 < ‖Q x‖ := norm_pos_iff.2 hx
      have hb := hB (Q x)
      rw [hQ.idem] at hb
      exact le_of_mul_le_mul_right (by linarith [sq_nonneg ‖P (Q x)‖]) (pow_pos hpos 2)
  have h2 : ‖P * Q‖ ≤ B - 1 :=
    ContinuousLinearMap.opNorm_le_bound _ (by linarith) fun x =>
      (overlap_le hP hQ h1 hB (hQ.idem x)).trans
        (mul_le_mul_of_nonneg_left (hQ.norm_apply_le x) (by linarith))
  linarith

/-- For two projectors that are not both zero, the operator norm of the sum is one plus the
operator norm of the product. -/
theorem opNorm_add {P Q : E →L[ℂ] E} (hP : IsProjector P) (hQ : IsProjector Q)
    (hne : P ≠ 0 ∨ Q ≠ 0) : ‖P + Q‖ = 1 + ‖P * Q‖ := by
  apply le_antisymm
  · refine ContinuousLinearMap.opNorm_le_bound _ (by positivity) fun x => ?_
    change ‖P x + Q x‖ ≤ _
    refine le_of_sq_le_sq ?_ (by positivity)
    calc ‖P x + Q x‖ ^ 2 ≤ (1 + ‖P * Q‖) * (‖P x‖ ^ 2 + ‖Q x‖ ^ 2) := norm_sum_sq_le hP hQ x
      _ ≤ (1 + ‖P * Q‖) * ((1 + ‖P * Q‖) * ‖x‖ ^ 2) :=
        mul_le_mul_of_nonneg_left (total_le hP hQ x) (by positivity)
      _ = ((1 + ‖P * Q‖) * ‖x‖) ^ 2 := by ring
  · refine one_add_overlap_le hP hQ hne fun x => ?_
    rw [← hP.re_inner x, ← hQ.re_inner x, ← Complex.add_re, ← inner_add_right]
    calc (⟪x, P x + Q x⟫_ℂ).re ≤ ‖x‖ * ‖(P + Q) x‖ :=
          (Complex.re_le_norm _).trans (norm_inner_le_norm _ _)
      _ ≤ ‖x‖ * (‖P + Q‖ * ‖x‖) :=
        mul_le_mul_of_nonneg_left ((P + Q).le_opNorm x) (norm_nonneg _)
      _ = ‖P + Q‖ * ‖x‖ ^ 2 := by ring

/-- In a finite-dimensional state space, for two projectors that are not both zero, the largest sum
`‖P x‖² + ‖Q x‖²` of the two yes probabilities over all unit vectors `x` is `1 + ‖PQ‖`. -/
theorem isGreatest_total [FiniteDimensional ℂ E] {P Q : E →L[ℂ] E} (hP : IsProjector P)
    (hQ : IsProjector Q) (hne : P ≠ 0 ∨ Q ≠ 0) :
    IsGreatest ((fun x => ‖P x‖ ^ 2 + ‖Q x‖ ^ 2) '' Metric.sphere (0 : E) 1)
      (1 + ‖P * Q‖) := by
  have hlub : IsLUB ((fun x => ‖P x‖ ^ 2 + ‖Q x‖ ^ 2) '' Metric.sphere (0 : E) 1)
      (1 + ‖P * Q‖) := by
    constructor
    · rintro _ ⟨x, hx, rfl⟩
      have h := total_le hP hQ x
      rw [mem_sphere_zero_iff_norm.1 hx] at h
      simpa using h
    · intro B hB
      refine one_add_overlap_le hP hQ hne fun x => ?_
      rcases eq_or_ne x 0 with rfl | hx
      · simp
      -- normalise the state
      have hr : 0 < ‖x‖ := norm_pos_iff.2 hx
      have hn : ∀ v : E, ‖((‖x‖⁻¹ : ℝ) : ℂ) • v‖ = ‖x‖⁻¹ * ‖v‖ := fun v => by
        rw [norm_smul, Complex.norm_real, Real.norm_of_nonneg (inv_nonneg.2 hr.le)]
      have h : ‖P (((‖x‖⁻¹ : ℝ) : ℂ) • x)‖ ^ 2 + ‖Q (((‖x‖⁻¹ : ℝ) : ℂ) • x)‖ ^ 2 ≤ B :=
        hB ⟨_, mem_sphere_zero_iff_norm.2 (by rw [hn, inv_mul_cancel₀ hr.ne']), rfl⟩
      rw [map_smul, map_smul, hn, hn] at h
      calc ‖P x‖ ^ 2 + ‖Q x‖ ^ 2
          = ((‖x‖⁻¹ * ‖P x‖) ^ 2 + (‖x‖⁻¹ * ‖Q x‖) ^ 2) * ‖x‖ ^ 2 := by field_simp
        _ ≤ B * ‖x‖ ^ 2 := mul_le_mul_of_nonneg_right h (sq_nonneg _)
  -- the unit sphere is compact, so the bound is attained
  have : ProperSpace E := FiniteDimensional.proper ℂ E
  have hcomp := (isCompact_sphere (0 : E) 1).image
    (f := fun x => ‖P x‖ ^ 2 + ‖Q x‖ ^ 2) (by fun_prop)
  exact ⟨hlub.mem_of_isClosed hlub.nonempty hcomp.isClosed, hlub.1⟩

variable {n : Type*} [Fintype n] [DecidableEq n]

/-- A Hermitian idempotent matrix acts on column vectors as an orthogonal projector. -/
theorem isProjector_of_matrix {P : Matrix n n ℂ} (hP : P.IsHermitian) (hP2 : P * P = P) :
    IsProjector (Matrix.toEuclideanCLM (n := n) (𝕜 := ℂ) P) := by
  have h1 : Matrix.toEuclideanCLM (n := n) (𝕜 := ℂ) P * Matrix.toEuclideanCLM (n := n) (𝕜 := ℂ) P
      = Matrix.toEuclideanCLM (n := n) (𝕜 := ℂ) P := by rw [← map_mul, hP2]
  have h2 : star (Matrix.toEuclideanCLM (n := n) (𝕜 := ℂ) P)
      = Matrix.toEuclideanCLM (n := n) (𝕜 := ℂ) P := by
    rw [← map_star]
    exact congrArg _ hP
  refine ⟨fun x => DFunLike.congr_fun h1 x, fun x y => ?_⟩
  have h3 := ContinuousLinearMap.adjoint_inner_left
    (Matrix.toEuclideanCLM (n := n) (𝕜 := ℂ) P) y x
  rwa [← ContinuousLinearMap.star_eq_adjoint, h2] at h3

/-- For Hermitian idempotent complex matrices `P`, `Q`, not both zero, the operator norm of
`P + Q` equals one plus the operator norm of `PQ`. -/
theorem matrix_norm_add {P Q : Matrix n n ℂ} (hP : P.IsHermitian) (hP2 : P * P = P)
    (hQ : Q.IsHermitian) (hQ2 : Q * Q = Q) (hne : P ≠ 0 ∨ Q ≠ 0) :
    ‖P + Q‖ = 1 + ‖P * Q‖ := by
  have hinj : ∀ A : Matrix n n ℂ, A ≠ 0 → Matrix.toEuclideanCLM (n := n) (𝕜 := ℂ) A ≠ 0 :=
    fun A hA h0 => hA (EquivLike.injective (Matrix.toEuclideanCLM (n := n) (𝕜 := ℂ))
      (by rw [h0, map_zero]))
  have h := opNorm_add (isProjector_of_matrix hP hP2) (isProjector_of_matrix hQ hQ2)
    (hne.imp (hinj P) (hinj Q))
  rw [← map_add, ← map_mul] at h
  exact h

/-- The matrices `!![1, 0; 0, 0]` and `!![1/2, 1/2; 1/2, 1/2]` are Hermitian and idempotent, and
they do not commute. -/
theorem matrix_norm_add_witness :
    (!![1, 0; 0, 0] : Matrix (Fin 2) (Fin 2) ℂ).IsHermitian ∧
    (!![1, 0; 0, 0] : Matrix (Fin 2) (Fin 2) ℂ) * !![1, 0; 0, 0] = !![1, 0; 0, 0] ∧
    (!![1/2, 1/2; 1/2, 1/2] : Matrix (Fin 2) (Fin 2) ℂ).IsHermitian ∧
    (!![1/2, 1/2; 1/2, 1/2] : Matrix (Fin 2) (Fin 2) ℂ) * !![1/2, 1/2; 1/2, 1/2]
      = !![1/2, 1/2; 1/2, 1/2] ∧
    (!![1, 0; 0, 0] : Matrix (Fin 2) (Fin 2) ℂ) * !![1/2, 1/2; 1/2, 1/2]
      ≠ !![1/2, 1/2; 1/2, 1/2] * !![1, 0; 0, 0] := by
  refine ⟨?_, ?_, ?_, ?_, ?_⟩
  · ext i j
    fin_cases i <;> fin_cases j <;> simp
  · ext i j
    fin_cases i <;> fin_cases j <;> simp [Matrix.mul_apply, Fin.sum_univ_succ]
  · ext i j
    fin_cases i <;> fin_cases j <;> simp
  · ext i j
    fin_cases i <;> fin_cases j <;> norm_num [Matrix.mul_apply, Fin.sum_univ_succ]
  · intro h
    have h01 := congrFun (congrFun h 0) 1
    norm_num [Matrix.mul_apply, Fin.sum_univ_succ] at h01

end SumOfProjectors
```

```lean
#print axioms SumOfProjectors.isGreatest_total
#print axioms SumOfProjectors.matrix_norm_add
```

```
'SumOfProjectors.isGreatest_total' depends on axioms: [propext, Classical.choice, Quot.sound]
'SumOfProjectors.matrix_norm_add' depends on axioms: [propext, Classical.choice, Quot.sound]
```

## Exact projectors, spectral norm

`opNorm_add` holds on any complex inner-product space `E`, complete or not. `IsProjector` asks a bounded operator for idempotency (`idem`) and symmetry (`symm`), and `*` is composition. `isGreatest_total` adds finite dimension and takes the maximum over `Metric.sphere (0 : E) 1`, the unit vectors.

In `matrix_norm_add`, the hypotheses are `P.IsHermitian`, `P * P = P`, the same for `Q`, and `P ≠ 0 ∨ Q ≠ 0`. The scope `Matrix.Norms.L2Operator` makes `‖·‖` the largest singular value, not the Frobenius norm.

`matrix_norm_add_witness` exhibits a non-commuting qubit pair that meets these conditions. The ranges are spanned by the unit vectors (1, 0) and (1, 1)/√2, whose overlap is 1/√2, so the formula gives 1 + 1/√2 for the norm of the sum.

The step left to the user is from exact to stored projectors: a projector stored in floating point is in general idempotent only up to rounding, and the theorems give no error estimate for that defect.
